# Pinning of the zero-frequency spectral function under a constant self-energy at fixed filling

Let $\rho(e)$ be the free density of states per site, a real function of the energy $e$. Its integrated count, the filling at Fermi level $x$ and zero temperature, is

$$N(x)=\int_{-\infty}^{x}\rho(e)\,de .$$

Frequencies are measured from the chemical potential, which is $\mu_0$ for the free system and $\mu$ for the system with self-energy $S$. This $S$ is a single real number, independent of frequency and momentum, such as a uniform Hartree shift. With a broadening $\eta>0$, the local Green's function and the spectral function at zero frequency are

$$G_\eta=\int_{-\infty}^{\infty}\frac{\rho(e)}{\mu-S-e+i\eta}\,de,\qquad A_\eta=-\frac{1}{\pi}\,\mathrm{Im}\,G_\eta .$$

Throughout, $\rho$ is continuous. Each part states what else it needs: integrability, non-negativity, or a bound $|\rho(e)|\le C$. The nearest-neighbour band of the simple cubic lattice, in the thermodynamic limit, fits these conditions. The discrete levels of a finite cluster do not, nor do the divergent densities of states of the nearest-neighbour chain and square lattice.

In Lean 4 with Mathlib:

```lean
import Mathlib

open MeasureTheory Filter Set
open scoped Topology Real

namespace LuttingerPinning
```

In the code, $N$ is `filling ρ`, with `Iic x` the half-line $(-\infty,x]$.

```lean
/-- The integrated density of states: the number of states per site up to the energy `x`. -/
noncomputable def filling (ρ : ℝ → ℝ) (x : ℝ) : ℝ := ∫ e in Iic x, ρ e
```

$G_\eta$ is `localGreen ρ μ S η`, a complex-valued integral over all real energies.

```lean
/-- The local Green's function at zero frequency, with chemical potential `μ`, real static
self-energy `S` and broadening `η > 0`. -/
noncomputable def localGreen (ρ : ℝ → ℝ) (μ S η : ℝ) : ℂ :=
  ∫ e : ℝ, (ρ e : ℂ) / (((μ - S - e : ℝ) : ℂ) + (η : ℂ) * Complex.I)
```

$A_\eta$ is `spectral ρ μ S η`. The limit of $\eta$ decreasing to zero is written `𝓝[>] 0`, which approaches zero through positive values only.

```lean
/-- The spectral function at zero frequency, `A(0) = -Im G / π`, with broadening `η > 0`. -/
noncomputable def spectral (ρ : ℝ → ℝ) (μ S η : ℝ) : ℝ := -(localGreen ρ μ S η).im / π
```

## (a) When two Fermi levels hold the same number of particles

**Task.** Let $\rho$ be integrable and non-negative, and let $x<y$. Show that

$$N(x)=N(y)\iff \rho(e)=0\ \text{ for all } e\in[x,y].$$

**Solution.** Subtracting the two counts gives

$$N(y)-N(x)=\int_x^y\rho(e)\,de .$$

If $\rho$ vanishes on $[x,y]$, the right side is zero. Conversely, suppose $\rho(e_*)>0$ at some $e_*\in[x,y]$. By continuity, $\rho>\rho(e_*)/2$ on a subinterval of $[x,y]$ of some length $\delta>0$. Since $\rho\ge0$ elsewhere, the integral is at least $\delta\rho(e_*)/2>0$, so the fillings differ.

In the proof, `hsub` is the subtraction, and `intervalIntegral.integral_pos` supplies the positivity argument. The closed interval is `Icc x y`.

```lean
/-- Two Fermi levels `x < y` hold the same number of particles exactly when there are no
states between them. -/
theorem filling_eq_iff {ρ : ℝ → ℝ} (hc : Continuous ρ) (hi : Integrable ρ)
    (h0 : ∀ e, 0 ≤ ρ e) {x y : ℝ} (hxy : x < y) :
    filling ρ x = filling ρ y ↔ ∀ e ∈ Icc x y, ρ e = 0 := by
  have hsub : filling ρ y - filling ρ x = ∫ e in x..y, ρ e :=
    intervalIntegral.integral_Iic_sub_Iic hi.integrableOn hi.integrableOn
  constructor
  · intro h e he
    by_contra hne
    -- a single energy with non-zero density of states would make the integral positive
    have hpos : 0 < ∫ e in x..y, ρ e :=
      intervalIntegral.integral_pos hxy hc.continuousOn (fun e _ => h0 e)
        ⟨e, he, lt_of_le_of_ne (h0 e) (Ne.symm hne)⟩
    linarith
  · intro h
    have hz : ∫ e in x..y, ρ e = ∫ _e in x..y, (0 : ℝ) :=
      intervalIntegral.integral_congr
        (fun e he => h e (by rwa [uIcc_of_le hxy.le] at he))
    rw [intervalIntegral.integral_zero] at hz
    linarith
```

## (b) The density of states at levels of equal filling

**Task.** Under the same assumptions on $\rho$, show for any real $x$ and $y$ that

$$N(x)=N(y)\implies\rho(x)=\rho(y).$$

**Solution.** If $x=y$ there is nothing to show. If $x<y$, part (a) says that $\rho$ vanishes on $[x,y]$, endpoints included, so $\rho(x)=0=\rho(y)$. If $y<x$, exchange the two names. The call to `lt_trichotomy` makes these three cases.

```lean
/-- Fermi levels with equal filling have equal density of states. -/
theorem dos_eq_of_filling_eq {ρ : ℝ → ℝ} (hc : Continuous ρ) (hi : Integrable ρ)
    (h0 : ∀ e, 0 ≤ ρ e) {x y : ℝ} (h : filling ρ x = filling ρ y) : ρ x = ρ y := by
  rcases lt_trichotomy x y with hxy | hxy | hxy
  · have hz := (filling_eq_iff hc hi h0 hxy).1 h
    rw [hz x (left_mem_Icc.2 hxy.le), hz y (right_mem_Icc.2 hxy.le)]
  · rw [hxy]
  · have hz := (filling_eq_iff hc hi h0 hxy).1 h.symm
    rw [hz x (right_mem_Icc.2 hxy.le), hz y (left_mem_Icc.2 hxy.le)]
```

## (c) The shift of the chemical potential

**Task.** Keep the assumptions of (a), and let $\rho(\mu_0)\neq0$ and $N(\mu-S)=N(\mu_0)$. Show that

$$\mu-S=\mu_0 .$$

**Solution.** If the two levels differed, part (a) would make $\rho$ vanish on the closed interval between them. That interval contains $\mu_0$, which contradicts $\rho(\mu_0)\ne0$.

The hypothesis `hN` expresses fixed particle number. With a constant self-energy, the spectrum is the free one displaced by $S$, so the occupied states number $N(\mu-S)$. The proof excludes the two strict inequalities in turn.

```lean
/-- If the density of states at the free Fermi level `μ₀` is non-zero, then at fixed filling
the chemical potential shifts by exactly the static self-energy. -/
theorem fermi_level_fixed {ρ : ℝ → ℝ} (hc : Continuous ρ) (hi : Integrable ρ)
    (h0 : ∀ e, 0 ≤ ρ e) {μ S μ₀ : ℝ} (hm : ρ μ₀ ≠ 0)
    (hN : filling ρ (μ - S) = filling ρ μ₀) : μ - S = μ₀ := by
  rcases lt_trichotomy (μ - S) μ₀ with h | h | h
  · exact absurd ((filling_eq_iff hc hi h0 h).1 hN μ₀ (right_mem_Icc.2 h.le)) hm
  · exact h
  · exact absurd ((filling_eq_iff hc hi h0 h).1 hN.symm μ₀ (left_mem_Icc.2 h.le)) hm
```

## (d) The spectral function as an average

**Task.** Let $\rho$ be integrable and $\eta>0$. Show that

$$A_\eta=\int_{-\infty}^{\infty}\rho(e)\,\frac{\eta/\pi}{(\mu-S-e)^2+\eta^2}\,de .$$

**Solution.** Write $a=\mu-S-e$. Multiplying by the complex conjugate gives

$$\frac{1}{a+i\eta}=\frac{a-i\eta}{a^2+\eta^2},\qquad \mathrm{Im}\,\frac{1}{a+i\eta}=-\frac{\eta}{a^2+\eta^2}.$$

Because $|a+i\eta|\ge\eta$, the integrand of $G_\eta$ is bounded in modulus by $|\rho(e)|/\eta$, which is integrable. The imaginary part can therefore be taken under the integral, and multiplying by $-1/\pi$ gives the formula.

Here `hint` is the integrability bound, `hswap` moves the imaginary part inside, and `hpt` is the pointwise algebra. Non-negativity of $\rho$ is not used.

```lean
/-- The spectral function at zero frequency is the density of states averaged with a
Lorentzian of width `η` centred at `μ - S`. -/
theorem spectral_eq_lorentzian {ρ : ℝ → ℝ} (hc : Continuous ρ) (hi : Integrable ρ)
    (μ S : ℝ) {η : ℝ} (hη : 0 < η) :
    spectral ρ μ S η = ∫ e, ρ e * ((η / π) / ((μ - S - e) ^ 2 + η ^ 2)) := by
  have him : ∀ e : ℝ, (((μ - S - e : ℝ) : ℂ) + (η : ℂ) * Complex.I).im = η := by
    intro e
    simp
  have hne : ∀ e : ℝ, ((μ - S - e : ℝ) : ℂ) + (η : ℂ) * Complex.I ≠ 0 := by
    intro e h
    have h' := him e
    rw [h, Complex.zero_im] at h'
    linarith
  -- the broadening keeps the integrand away from the pole
  have hint : Integrable
      (fun e : ℝ => (ρ e : ℂ) / (((μ - S - e : ℝ) : ℂ) + (η : ℂ) * Complex.I)) := by
    refine Integrable.mono' (hi.norm.div_const η) (Continuous.aestronglyMeasurable ?_)
      (Eventually.of_forall fun e => ?_)
    · exact (Complex.continuous_ofReal.comp hc).div (by fun_prop) hne
    · have h := Complex.abs_im_le_norm (((μ - S - e : ℝ) : ℂ) + (η : ℂ) * Complex.I)
      rw [him e, abs_of_pos hη] at h
      rw [norm_div, Complex.norm_real]
      exact div_le_div_of_nonneg_left (norm_nonneg _) hη h
  have hswap : (localGreen ρ μ S η).im =
      ∫ e : ℝ, ((ρ e : ℂ) / (((μ - S - e : ℝ) : ℂ) + (η : ℂ) * Complex.I)).im :=
    (Complex.imCLM.integral_comp_comm hint).symm
  have hpt : ∀ e : ℝ,
      -((ρ e : ℂ) / (((μ - S - e : ℝ) : ℂ) + (η : ℂ) * Complex.I)).im / π =
        ρ e * ((η / π) / ((μ - S - e) ^ 2 + η ^ 2)) := by
    intro e
    rw [Complex.div_im, Complex.normSq_add_mul_I, him e, Complex.ofReal_im, Complex.ofReal_re]
    ring
  unfold spectral
  rw [hswap, ← integral_neg, ← integral_div]
  exact integral_congr_ae (Eventually.of_forall hpt)
```

## (e) Narrowing the Lorentzian

**Task.** Let $|\rho(e)|\le C$ for all $e$. Show for every real $x$ that

$$\lim_{\eta\to0^+}\int_{-\infty}^{\infty}\rho(e)\,\frac{\eta/\pi}{(x-e)^2+\eta^2}\,de=\rho(x).$$

**Solution.** Substitute $e=x-\eta t$. The sign in $de=-\eta\,dt$ is cancelled by the reversed limits, and $(x-e)^2+\eta^2=\eta^2(1+t^2)$. The integral becomes

$$\int_{-\infty}^{\infty}\rho(x-\eta t)\,\frac{1}{\pi(1+t^2)}\,dt .$$

The weight no longer depends on $\eta$. For each $t$, continuity gives $\rho(x-\eta t)\to\rho(x)$. The integrand is bounded in modulus by $C/[\pi(1+t^2)]$, which is integrable, so dominated convergence allows the limit inside:

$$\rho(x)\,\frac1\pi\int_{-\infty}^{\infty}\frac{dt}{1+t^2}=\rho(x)\,\frac{\pi}{\pi}=\rho(x).$$

The proof has the same three stages: `resc` is the substitution, `key` the dominated convergence, and `hval` the value of the limiting integral. The remaining lines identify the original and rescaled integrals for $\eta>0$. The bound on $\rho$ suffices here, without integrability.

```lean
/-- A Lorentzian average of a bounded continuous density of states tends to its value at the
centre as the width decreases to zero. -/
theorem lorentzian_limit {ρ : ℝ → ℝ} (hc : Continuous ρ) {C : ℝ} (hb : ∀ e, |ρ e| ≤ C)
    (x : ℝ) :
    Tendsto (fun η : ℝ => ∫ e, ρ e * ((η / π) / ((x - e) ^ 2 + η ^ 2)))
      (𝓝[>] 0) (𝓝 (ρ x)) := by
  -- the substitution e = x - η t
  have resc : ∀ (F : ℝ → ℝ) (η : ℝ), 0 < η → ∫ e, F e = ∫ t, η * F (x - η * t) := by
    intro F η hη
    have h1 : ∫ t, F (x - η * t) = |η⁻¹| * ∫ u, F (x - u) :=
      Measure.integral_comp_mul_left (fun u => F (x - u)) η
    have h2 : ∫ u, F (x - u) = ∫ e, F e := integral_sub_left_eq_self F volume x
    rw [integral_const_mul, h1, h2, abs_of_pos (inv_pos.2 hη), ← mul_assoc,
      mul_inv_cancel₀ hη.ne', one_mul]
  -- dominated convergence under the fixed Lorentzian weight
  have key : Tendsto (fun η : ℝ => ∫ t : ℝ, ρ (x - η * t) * (π⁻¹ * (1 + t ^ 2)⁻¹))
      (𝓝[>] 0) (𝓝 (∫ t : ℝ, ρ x * (π⁻¹ * (1 + t ^ 2)⁻¹))) := by
    refine tendsto_integral_filter_of_dominated_convergence
      (fun t : ℝ => C * (π⁻¹ * (1 + t ^ 2)⁻¹)) ?_ ?_ ?_ ?_
    · refine Eventually.of_forall fun η => Continuous.aestronglyMeasurable ?_
      have hk : Continuous fun t : ℝ => (1 + t ^ 2)⁻¹ :=
        Continuous.inv₀ (by fun_prop) (fun t => by positivity)
      have hr : Continuous fun t : ℝ => ρ (x - η * t) := by fun_prop
      exact hr.mul (continuous_const.mul hk)
    · refine Eventually.of_forall fun η => Eventually.of_forall fun t => ?_
      have hw : 0 ≤ π⁻¹ * (1 + t ^ 2)⁻¹ := by positivity
      rw [Real.norm_eq_abs, abs_mul, abs_of_nonneg hw]
      exact mul_le_mul_of_nonneg_right (hb _) hw
    · exact (integrable_inv_one_add_sq.const_mul _).const_mul _
    · refine Eventually.of_forall fun t => ?_
      have hr : Continuous fun η : ℝ => ρ (x - η * t) := by fun_prop
      have hp : Continuous fun η : ℝ => ρ (x - η * t) * (π⁻¹ * (1 + t ^ 2)⁻¹) :=
        hr.mul continuous_const
      have h : Tendsto (fun η : ℝ => ρ (x - η * t) * (π⁻¹ * (1 + t ^ 2)⁻¹)) (𝓝 0)
          (𝓝 (ρ (x - 0 * t) * (π⁻¹ * (1 + t ^ 2)⁻¹))) := hp.tendsto 0
      simp only [zero_mul, sub_zero] at h
      exact h.mono_left nhdsWithin_le_nhds
  have hval : ∫ t : ℝ, ρ x * (π⁻¹ * (1 + t ^ 2)⁻¹) = ρ x := by
    rw [integral_const_mul, integral_const_mul, integral_univ_inv_one_add_sq,
      inv_mul_cancel₀ Real.pi_ne_zero, mul_one]
  rw [hval] at key
  refine key.congr' ?_
  filter_upwards [self_mem_nhdsWithin] with η hη
  have hη' : 0 < η := hη
  refine Eq.trans ?_ (resc (fun e => ρ e * ((η / π) / ((x - e) ^ 2 + η ^ 2))) η hη').symm
  refine integral_congr_ae (Eventually.of_forall fun t => ?_)
  have hd : (x - (x - η * t)) ^ 2 + η ^ 2 = η ^ 2 * (1 + t ^ 2) := by ring
  have ht : 1 + t ^ 2 ≠ 0 := by positivity
  dsimp only
  rw [hd]
  field_simp
```

## (f) The limit at a given chemical potential

**Task.** Let $\rho$ be integrable and bounded. With no condition on the filling, show that

$$\lim_{\eta\to0^+}A_\eta=\rho(\mu-S).$$

**Solution.** By (d), $A_\eta$ equals the Lorentzian average centred at $\mu-S$ for every $\eta>0$. Part (e) with $x=\mu-S$ gives its limit. In the code, `congr'` transfers the limit between two functions that agree for positive $\eta$.

```lean
/-- As the broadening decreases to zero, the spectral function at zero frequency tends to the
free density of states at the energy `μ - S`. -/
theorem spectral_tendsto {ρ : ℝ → ℝ} (hc : Continuous ρ) (hi : Integrable ρ)
    {C : ℝ} (hb : ∀ e, |ρ e| ≤ C) (μ S : ℝ) :
    Tendsto (spectral ρ μ S) (𝓝[>] 0) (𝓝 (ρ (μ - S))) := by
  refine (lorentzian_limit hc hb (μ - S)).congr' ?_
  filter_upwards [self_mem_nhdsWithin] with η hη
  exact (spectral_eq_lorentzian hc hi μ S hη).symm
```

## (g) Pinning at fixed filling

**Task.** Let $\rho$ be integrable, bounded and non-negative, and let $N(\mu-S)=N(\mu_0)$. Show that

$$\lim_{\eta\to0^+}A_\eta=\rho(\mu_0).$$

**Solution.** Part (f) gives the limit $\rho(\mu-S)$. Part (b), applied to the levels $\mu-S$ and $\mu_0$, gives $\rho(\mu-S)=\rho(\mu_0)$. The proof rewrites the target with (b) and then applies (f).

**The gapped case.** Suppose that $\rho$ vanishes on an interval containing both $\mu_0$ and $\mu-S$. The fillings agree even if the levels differ, and the limit is zero. At finite broadening some weight remains unless $\rho$ is zero everywhere, because the Lorentzian in (d) is positive at every energy. This weight is limited: if every energy with $\rho(e)\neq0$ lies at least $d>0$ from $\mu-S$, the formula in (d) gives

$$A_\eta\le\frac{\eta}{\pi d^2}\int_{-\infty}^{\infty}\rho(e)\,de .$$

A small value of $A_\eta$ inside a gap can thus come from the broadening alone.

For a mean-field calculation whose self-energy is one uniform constant, the theorem offers a check: at fixed filling, the computed $A_\eta$ should approach the free density of states at $\mu_0$ as $\eta$ is reduced. On a finite momentum grid, $\eta$ should be kept well above the level spacing, because a much smaller $\eta$ resolves the discrete levels instead of approximating the integral. Luttinger's theorem for a frequency-dependent self-energy is a much deeper statement, because relating the particle number to the self-energy at zero frequency then takes a many-body argument. For constant $S$ that relation is only a shift of the energy variable, and the equality of fillings enters as the hypothesis `hN`.

```lean
/-- If a constant real self-energy leaves the filling unchanged, the spectral function at zero
frequency tends to the free density of states at the free Fermi level as the broadening decreases to
zero. -/
theorem luttinger_pinning {ρ : ℝ → ℝ} (hc : Continuous ρ) (hi : Integrable ρ)
    (h0 : ∀ e, 0 ≤ ρ e) {C : ℝ} (hb : ∀ e, |ρ e| ≤ C) {μ S μ₀ : ℝ}
    (hN : filling ρ (μ - S) = filling ρ μ₀) :
    Tendsto (spectral ρ μ S) (𝓝[>] 0) (𝓝 (ρ μ₀)) := by
  rw [← dos_eq_of_filling_eq hc hi h0 hN]
  exact spectral_tendsto hc hi hb μ S
```

## (h) A strictly increasing count

**Task.** Let $\rho$ be integrable and bounded, let $N$ be strictly increasing on the whole real line, and let $N(\mu-S)=N(\mu_0)$. Show that

$$\mu-S=\mu_0\quad\text{and}\quad\lim_{\eta\to0^+}A_\eta=\rho(\mu_0).$$

**Solution.** A strictly increasing function takes each value at most once, so equal fillings force equal levels. Substituting $\mu-S=\mu_0$ into (f) gives the limit.

Non-negativity is not listed among the hypotheses, but it is implied: $\rho$ is continuous, so it is the derivative of the increasing function $N$. The condition `StrictMono (filling ρ)` holds for a Gaussian density of states. It fails for any band of finite width, since $N$ is constant above the band top. For such a band, (c) still fixes the level whenever $\rho(\mu_0)\neq0$, and (g) gives the limit in every case.

```lean
/-- If the filling increases strictly with energy, then at fixed filling the effective Fermi level
`μ - S` equals the free one, `μ₀`, and the spectral function at zero frequency tends to the free
density of states at `μ₀` as the broadening decreases to zero. -/
theorem luttinger_pinning_of_strictMono {ρ : ℝ → ℝ} (hc : Continuous ρ) (hi : Integrable ρ)
    {C : ℝ} (hb : ∀ e, |ρ e| ≤ C) (hmono : StrictMono (filling ρ)) {μ S μ₀ : ℝ}
    (hN : filling ρ (μ - S) = filling ρ μ₀) :
    μ - S = μ₀ ∧ Tendsto (spectral ρ μ S) (𝓝[>] 0) (𝓝 (ρ μ₀)) := by
  have h : μ - S = μ₀ := hmono.injective hN
  refine ⟨h, ?_⟩
  rw [← h]
  exact spectral_tendsto hc hi hb μ S

end LuttingerPinning
```

```lean
#print axioms LuttingerPinning.fermi_level_fixed
-- 'LuttingerPinning.fermi_level_fixed' depends on axioms: [propext, Classical.choice, Quot.sound]
#print axioms LuttingerPinning.luttinger_pinning
-- 'LuttingerPinning.luttinger_pinning' depends on axioms: [propext, Classical.choice, Quot.sound]
#print axioms LuttingerPinning.luttinger_pinning_of_strictMono
-- 'LuttingerPinning.luttinger_pinning_of_strictMono' depends on axioms: [propext, Classical.choice, Quot.sound]
```
